# The matrix coupling a hub site to N outer sites with amplitude t multiplies the norm of a vector by at most √N |t|

In `hub_norm_bound` a single particle can sit on a hub site or on one of `N` outer sites, and the matrix `E` couples the hub to each outer site with complex amplitude `t` (`t` in the hub's row, its conjugate in the hub's column); the outer sites are not coupled to each other, and the diagonal entries are zero. The lemma states that `‖E v‖² ≤ N |t|² ‖v‖²` for every vector `v`, normalised or not, and that the state localised on the hub attains equality. For positive `N` the attempt proves the bound by a weighted Schur test, with weight `√N` on the hub and 1 on each outer site. That test needs positive weights, and the hub's weight vanishes at `N = 0`, so this case is handed separately to `simp`, as is the equality.

The first attempt, which Lean rejects:

```lean
import Mathlib

open Matrix

namespace HubNormBound

noncomputable section

variable {m n : Type*} [Fintype m] [Fintype n]

/-- The squared Euclidean norm of a complex coefficient vector. -/
def sqNorm (v : n → ℂ) : ℝ := ∑ i, ‖v i‖ ^ 2

/-- The weighted absolute row sums of `E` are at most `a` times the row weights `p`, and the
weighted absolute column sums are at most `b` times the column weights `q`. -/
def WeightedBounds (E : Matrix m n ℂ) (p : m → ℝ) (q : n → ℝ) (a b : ℝ) : Prop :=
  (∀ i, ∑ j, ‖E i j‖ * q j ≤ a * p i) ∧ (∀ j, ∑ i, ‖E i j‖ * p i ≤ b * q j)

omit [Fintype m] in
/-- For positive column weights `q`, `|(E v) i|²` is at most the weighted absolute sum of row `i` of
`E` times the sum over `j` of `|E i j| |v j|² / q j`. -/
theorem component_bound (E : Matrix m n ℂ) (q : n → ℝ) (hq : ∀ j, 0 < q j)
    (v : n → ℂ) (i : m) :
    ‖(E *ᵥ v) i‖ ^ 2 ≤
      (∑ j, ‖E i j‖ * q j) * ∑ j, ‖E i j‖ * (‖v j‖ ^ 2 / q j) := by
  have h1 : ‖(E *ᵥ v) i‖ ≤ ∑ j, ‖E i j‖ * ‖v j‖ := by
    calc ‖(E *ᵥ v) i‖ = ‖∑ j, E i j * v j‖ := rfl
      _ ≤ ∑ j, ‖E i j * v j‖ := norm_sum_le _ _
      _ = ∑ j, ‖E i j‖ * ‖v j‖ := by simp only [norm_mul]
  -- Cauchy-Schwarz, with the weight split between the two factors
  refine (pow_le_pow_left₀ (norm_nonneg _) h1 2).trans ?_
  apply Finset.sum_sq_le_sum_mul_sum_of_sq_le_mul
  · intro j _
    exact mul_nonneg (norm_nonneg _) (hq j).le
  · intro j _
    exact mul_nonneg (norm_nonneg _) (div_nonneg (sq_nonneg _) (hq j).le)
  · intro j _
    refine le_of_eq ?_
    have := (hq j).ne'
    field_simp

/-- Weighted Schur test: if the weighted row and column sums of `E` are bounded with constants
`a ≥ 0` and `b`, and the column weights are positive, then `‖E v‖² ≤ a b ‖v‖²` for every `v`. -/
theorem schur_test {E : Matrix m n ℂ} {p : m → ℝ} {q : n → ℝ} {a b : ℝ}
    (hq : ∀ j, 0 < q j) (ha : 0 ≤ a) (h : WeightedBounds E p q a b) (v : n → ℂ) :
    sqNorm (E *ᵥ v) ≤ a * b * sqNorm v := by
  have hv : ∀ j, 0 ≤ ‖v j‖ ^ 2 / q j := fun j => div_nonneg (sq_nonneg _) (hq j).le
  calc sqNorm (E *ᵥ v)
      ≤ ∑ i, a * p i * ∑ j, ‖E i j‖ * (‖v j‖ ^ 2 / q j) := by
        refine Finset.sum_le_sum fun i _ => (component_bound E q hq v i).trans ?_
        exact mul_le_mul_of_nonneg_right (h.1 i)
          (Finset.sum_nonneg fun j _ => mul_nonneg (norm_nonneg _) (hv j))
    -- exchange the sums, so that the column sums appear
    _ = a * ∑ j, ‖v j‖ ^ 2 / q j * ∑ i, ‖E i j‖ * p i := by
        simp only [Finset.mul_sum]
        rw [Finset.sum_comm]
        refine Finset.sum_congr rfl fun j _ => Finset.sum_congr rfl fun i _ => ?_
        ring
    _ ≤ a * ∑ j, ‖v j‖ ^ 2 / q j * (b * q j) := by
        refine mul_le_mul_of_nonneg_left (Finset.sum_le_sum fun j _ => ?_) ha
        exact mul_le_mul_of_nonneg_left (h.2 j) (hv j)
    _ = a * b * sqNorm v := by
        rw [sqNorm, mul_assoc, Finset.mul_sum (a := b)]
        congr 1
        refine Finset.sum_congr rfl fun j _ => ?_
        have := (hq j).ne'
        field_simp

/-- A hub site (`none`) coupled with amplitude `t` to `N` outer sites, which are not coupled to
each other. -/
def hubCoupling (N : ℕ) (t : ℂ) : Matrix (Option (Fin N)) (Option (Fin N)) ℂ :=
  Matrix.of fun i j => match i, j with
    | none, none => 0
    | none, some _ => t
    | some _, none => star t
    | some _, some _ => 0

/-- Weight `√N` on the hub and weight `1` on each outer site. -/
def hubWeight (N : ℕ) : Option (Fin N) → ℝ
  | none => √(N : ℝ)
  | some _ => 1

/-- With the hub weights, the hub coupling meets the weighted bounds with `a = b = √N |t|`. -/
theorem hub_weightedBounds_witness (N : ℕ) (t : ℂ) :
    WeightedBounds (hubCoupling N t) (hubWeight N) (hubWeight N)
      (√(N : ℝ) * ‖t‖) (√(N : ℝ) * ‖t‖) := by
  have hs : √(N : ℝ) * √(N : ℝ) = N := Real.mul_self_sqrt (Nat.cast_nonneg N)
  refine ⟨fun i => le_of_eq ?_, fun i => le_of_eq ?_⟩ <;> rcases i with _ | k <;>
    simp only [Fintype.sum_option, hubCoupling, hubWeight, Matrix.of_apply, norm_zero,
      norm_star, zero_mul, zero_add, add_zero, Finset.sum_const_zero, mul_one,
      Finset.sum_const, Finset.card_univ, Fintype.card_fin, nsmul_eq_mul]
  · linear_combination (-‖t‖) * hs
  · ring
  · linear_combination (-‖t‖) * hs
  · ring

/-- The hub coupling satisfies `‖E v‖² ≤ N |t|² ‖v‖²` for every `v`, and the state localised on
the hub attains equality. -/
theorem hub_norm_bound (N : ℕ) (t : ℂ) :
    (∀ v, sqNorm (hubCoupling N t *ᵥ v) ≤ N * ‖t‖ ^ 2 * sqNorm v) ∧
      sqNorm (hubCoupling N t *ᵥ Pi.single none 1) =
        N * ‖t‖ ^ 2 * sqNorm (Pi.single (none : Option (Fin N)) (1 : ℂ)) := by
  constructor
  · intro v
    rcases Nat.eq_zero_or_pos N with rfl | hN
    · simp [sqNorm, hubCoupling, Matrix.mulVec, dotProduct, Fintype.sum_option]
    · have hN' : (0 : ℝ) < N := Nat.cast_pos.mpr hN
      have hw : ∀ i, 0 < hubWeight N i := by
        rintro (_ | k)
        · exact Real.sqrt_pos.mpr hN'
        · exact one_pos
      have hb := schur_test hw (by positivity) (hub_weightedBounds_witness N t) v
      have hc : √(N : ℝ) * ‖t‖ * (√(N : ℝ) * ‖t‖) = N * ‖t‖ ^ 2 := by
        linear_combination ‖t‖ ^ 2 * Real.mul_self_sqrt hN'.le
      rwa [hc] at hb
  · simp [sqNorm, hubCoupling, Matrix.mulVec, dotProduct, Fintype.sum_option, Pi.single_apply]

end

end HubNormBound
```

Lean reports:

```
Main.lean:106:4: error: unsolved goals
case left.inl
t : ℂ
v : Option (Fin 0) → ℂ
⊢ (match default, default with
      | none, none => 0
      | none, some val => t
      | some val, none => (starRingEnd ℂ) t
      | some val, some val_1 => 0) =
      0 ∨
    v default = 0
Main.lean:106:60: warning: This simp argument is unused:
  Fintype.sum_option

Hint: Omit it from the simp argument list.
  [apply] simp [sqNorm, hubCoupling, Matrix.mulVec, dotProduct]

Note: This linter can be disabled with `set_option linter.unusedSimpArgs false`
```

Lean accepts the file once it reads:

```diff
@@ -104,5 +104,14 @@
   · intro v
     rcases Nat.eq_zero_or_pos N with rfl | hN
-    · simp [sqNorm, hubCoupling, Matrix.mulVec, dotProduct, Fintype.sum_option]
+    · -- without outer sites the coupling matrix vanishes
+      have h0 : hubCoupling 0 t = 0 := by
+        ext i j
+        rcases i with _ | k
+        · rcases j with _ | l
+          · rfl
+          · exact l.elim0
+        · exact k.elim0
+      rw [h0, Matrix.zero_mulVec]
+      simp [sqNorm]
     · have hN' : (0 : ℝ) < N := Nat.cast_pos.mpr hN
       have hw : ∀ i, 0 < hubWeight N i := by
```

Cause. The error is in the case `N = 0`, where the hub is the only site. `simp` used the fact that `Option (Fin 0)` has just one element and replaced the sums by their terms at `default`. `Fintype.sum_option`, which would have produced the index `none`, therefore found nothing to rewrite, as the warning says. The matrix entry was left as a `match` on `default, default`. That element is `none`, but `simp` did not unfold it, so the `match` could not reduce to 0 and the goal stayed open, though it is true.

The repair first proves `h0`, that the whole matrix is zero, by cases on the indices. For `none, none` the entry is 0 by definition, so `rfl` suffices; any other case would supply an element of the empty type `Fin 0`, and `elim0` dismisses it. Rewriting with `h0` and `Matrix.zero_mulVec` then turns the product into the zero vector, and `simp [sqNorm]` has no `match` left to reduce.
